# Linear storage count for exponentially decaying matrices on an open chain

In density-matrix purification with sparse matrices, small entries can be discarded after a matrix product to save memory. In the simple scheme considered here, only entries larger than a threshold $t$ in absolute value are stored. The memory needed depends on how many entries survive. For a real $n\times n$ matrix with $|A_{ij}|\le C e^{-a|i-j|}$, where $a>0$ and $0<t\le C$, at most

$$n\left(1+\frac{2\ln(C/t)}{a}\right)$$

entries survive. For electronic structure on a one-dimensional chain with one orbital per site, storage therefore grows at most linearly with system size, provided that $C$, $a$ and $t$ stay fixed as the chain grows.

The decay is assumed, not derived from a Hamiltonian. Physically, it stands for the short-sightedness of a gapped system with short-ranged hopping: $1/a$ is the decay length of the bound on the density matrix, in lattice spacings, and $C$ sets the overall size of the bound.

## Sites, decay and stored entries

```lean
import Mathlib

open Filter Topology

namespace LinearStorageCount

noncomputable section
```

The first line loads the mathematical library Mathlib. The `open` line gives short access to the notation for limits, and the namespace keeps the names below together.

```lean
/-- The distance between two sites of an open chain, in units of the lattice spacing. -/
def siteDist {n : ℕ} (i j : Fin n) : ℝ := |((i : ℕ) : ℝ) - ((j : ℕ) : ℝ)|
```

The type `Fin n` contains the integers $0,1,\dots,n-1$, which label the sites. The distance is $d_{ij}=|i-j|$. The annotations `((i : ℕ) : ℝ)` turn a site label first into a natural number and then into a real number, so the subtraction takes place in the reals and can be negative before the absolute value is taken. The chain is open: its two ends are far apart.

```lean
/-- The entries of `A` are bounded by an exponential of the site distance, with prefactor `C`
and decay rate `a`. -/
def ExpDecay {n : ℕ} (A : Matrix (Fin n) (Fin n) ℝ) (C a : ℝ) : Prop :=
  ∀ i j, |A i j| ≤ C * Real.exp (-a * siteDist i j)
```

`ExpDecay A C a` is a proposition, a statement that a given matrix may or may not satisfy:

$$|A_{ij}|\le C e^{-a d_{ij}}\qquad\text{for all } i,j.$$

The matrix is real but need not be symmetric or idempotent, so the hypothesis can be applied to a purification iterate as well as to the final density matrix.

```lean
/-- The columns of row `i` whose entries exceed the threshold `t` in absolute value. -/
def storedRow {n : ℕ} (A : Matrix (Fin n) (Fin n) ℝ) (t : ℝ) (i : Fin n) : Finset (Fin n) :=
  Finset.univ.filter (fun j => t < |A i j|)
```

For a fixed row $i$, this is the finite set of columns $j$ with $t<|A_{ij}|$. Write $N_i$ for its number of elements, `(storedRow A t i).card` in Lean. An entry exactly equal to $t$ in absolute value is not stored.

```lean
/-- The index pairs whose entries exceed the threshold `t` in absolute value. -/
def stored {n : ℕ} (A : Matrix (Fin n) (Fin n) ℝ) (t : ℝ) : Finset (Fin n × Fin n) :=
  Finset.univ.filter (fun p => t < |A p.1 p.2|)
```

This is the same selection over all index pairs $(i,j)$; `p.1` and `p.2` are the row and column of the pair `p`. Write $N$ for its number of elements. Both members of a symmetric pair are counted, as are diagonal entries.

```lean
/-- The matrix whose entries are exactly `C exp(-a |i - j|)`. -/
def expKernel (n : ℕ) (C a : ℝ) : Matrix (Fin n) (Fin n) ℝ :=
  fun i j => C * Real.exp (-a * siteDist i j)
```

This matrix has entries $C e^{-a|i-j|}$. It will serve as a test of how good the row count is. It is a mathematical test case, not a final density matrix: for $C>0$, $a>0$ and $n\ge2$ it is not idempotent, so it is not a projector onto occupied orbitals.

## From a threshold to a cutoff radius

```lean
/-- If `A` satisfies the decay bound with prefactor `C` and rate `a > 0`, an entry of absolute value
greater than `t > 0` connects sites closer than the cutoff radius `ln(C/t)/a`. -/
theorem siteDist_lt_cutoff {n : ℕ} {A : Matrix (Fin n) (Fin n) ℝ} {C a t : ℝ}
    (hA : ExpDecay A C a) (ha : 0 < a) (ht : 0 < t) {i j : Fin n} (hij : t < |A i j|) :
    siteDist i j < Real.log (C / t) / a := by
  have h : t < C * Real.exp (-a * siteDist i j) := lt_of_lt_of_le hij (hA i j)
  have hC : 0 < C := pos_of_mul_pos_left (ht.trans h) (Real.exp_pos _).le
  -- take logarithms of the decay bound
  have hlog := Real.log_lt_log ht h
  rw [Real.log_mul hC.ne' (Real.exp_pos _).ne', Real.log_exp] at hlog
  rw [lt_div_iff₀ ha, Real.log_div hC.ne' ht.ne']
  linarith
```

Names such as `hA` and `ht` label hypotheses; the conclusion follows the last colon before `:=`. The theorem says that a stored entry satisfies $d_{ij}<L$, where

$$L=\frac{\ln(C/t)}{a}.$$

By hand, combine the threshold with the decay bound:

$$t<|A_{ij}|\le C e^{-a d_{ij}}.$$

The right-hand side is positive, so $C>0$ and logarithms may be taken:

$$\ln t<\ln C-a d_{ij},\qquad a d_{ij}<\ln C-\ln t=\ln(C/t).$$

Dividing by $a>0$ gives the result. In the proof, `h` is the combined inequality, `hC` is the positivity of $C$, and `hlog` is the inequality after taking logarithms. The tactic `linarith` finishes the linear rearrangement.

## Counting one row

```lean
/-- If `A` satisfies the decay bound with prefactor `C` and rate `a > 0`, and the cutoff radius
`ln(C/t)/a` with `t > 0` is at most `m + 1`, then each row has at most `2m + 1` entries of absolute
value greater than `t`. -/
theorem storedRow_card_le_band {n : ℕ} {A : Matrix (Fin n) (Fin n) ℝ} {C a t : ℝ}
    (hA : ExpDecay A C a) (ha : 0 < a) (ht : 0 < t) (m : ℕ)
    (hm : Real.log (C / t) / a ≤ (m : ℝ) + 1) (i : Fin n) :
    (storedRow A t i).card ≤ 2 * m + 1 := by
  -- the stored columns lie in the window from i - m to i + m
  have hsub : (storedRow A t i).image (fun j : Fin n => (j : ℕ)) ⊆
      Finset.Icc ((i : ℕ) - m) ((i : ℕ) + m) := by
    intro k hk
    obtain ⟨j, hj, rfl⟩ := Finset.mem_image.1 hk
    have hj' : t < |A i j| := (Finset.mem_filter.1 hj).2
    have hd : |((i : ℕ) : ℝ) - ((j : ℕ) : ℝ)| < (m : ℝ) + 1 :=
      lt_of_lt_of_le (siteDist_lt_cutoff hA ha ht hj') hm
    obtain ⟨h1, h2⟩ := abs_lt.1 hd
    have h3 : ((j : ℕ) : ℝ) < ((i : ℕ) : ℝ) + (m : ℝ) + 1 := by linarith
    have h4 : ((i : ℕ) : ℝ) < ((j : ℕ) : ℝ) + (m : ℝ) + 1 := by linarith
    have h5 : (j : ℕ) < (i : ℕ) + m + 1 := by exact_mod_cast h3
    have h6 : (i : ℕ) < (j : ℕ) + m + 1 := by exact_mod_cast h4
    exact Finset.mem_Icc.2 ⟨by omega, by omega⟩
  have hcard := Finset.card_le_card hsub
  rw [Finset.card_image_of_injective _ Fin.val_injective, Nat.card_Icc] at hcard
  omega
```

Suppose that $L\le m+1$ for a natural number $m$. A stored column $j$ of row $i$ then satisfies $|i-j|<m+1$. Since $|i-j|$ is an integer, $|i-j|\le m$, so

$$i-m\le j\le i+m.$$

This window contains at most $2m+1$ nonnegative integers, hence $N_i\le 2m+1$.

The Lean proof maps the stored columns to natural numbers and shows in `hsub` that they lie in the window, written `Finset.Icc`. Different columns give different numbers, so the map preserves the count. Subtraction of natural numbers stops at zero in Lean, which here cuts the window off at the left end of the chain. The tactic `exact_mod_cast` carries inequalities from the reals to the integers, and `omega` does the integer arithmetic.

```lean
/-- If `A` satisfies the decay bound with prefactor `C` and rate `a > 0`, and `0 < t ≤ C`, then each
row has at most `1 + 2 ln(C/t)/a` entries of absolute value greater than `t`. -/
theorem storedRow_card_le {n : ℕ} {A : Matrix (Fin n) (Fin n) ℝ} {C a t : ℝ}
    (hA : ExpDecay A C a) (ha : 0 < a) (ht : 0 < t) (htC : t ≤ C) (i : Fin n) :
    ((storedRow A t i).card : ℝ) ≤ 1 + 2 * (Real.log (C / t) / a) := by
  have hL : 0 ≤ Real.log (C / t) / a :=
    div_nonneg (Real.log_nonneg ((one_le_div ht).2 htC)) ha.le
  have h := storedRow_card_le_band hA ha ht ⌊Real.log (C / t) / a⌋₊
    (Nat.lt_floor_add_one _).le i
  have h' : ((storedRow A t i).card : ℝ) ≤ 2 * (⌊Real.log (C / t) / a⌋₊ : ℝ) + 1 := by
    exact_mod_cast h
  have hf := Nat.floor_le hL
  linarith
```

Now choose $m=\lfloor L\rfloor$, written `⌊ ⌋₊` in Lean. Since $t\le C$, we have $\ln(C/t)\ge0$ and thus $L\ge0$. Therefore $m\le L<m+1$, and the previous theorem gives

$$N_i\le 2m+1\le 1+2L.$$

Without the condition $t\le C$ the formula can fail: for $t>C$ nothing is stored, but $1+2L$ can be negative. In the proof, `hL` records $L\ge0$, `h` is the integer count, and `hf` is $\lfloor L\rfloor\le L$.

## Counting the whole matrix

```lean
/-- Linear storage count: if an `n × n` matrix satisfies the decay bound with prefactor `C` and rate
`a > 0`, and `0 < t ≤ C`, then it has at most `n (1 + 2 ln(C/t)/a)` entries of absolute value
greater than `t`. -/
theorem stored_card_le {n : ℕ} {A : Matrix (Fin n) (Fin n) ℝ} {C a t : ℝ}
    (hA : ExpDecay A C a) (ha : 0 < a) (ht : 0 < t) (htC : t ≤ C) :
    ((stored A t).card : ℝ) ≤ n * (1 + 2 * (Real.log (C / t) / a)) := by
  -- count the stored entries row by row
  have hsum : (stored A t).card = ∑ i, (storedRow A t i).card := by
    simp only [stored, storedRow, Finset.card_filter, Fintype.sum_prod_type]
  rw [hsum, Nat.cast_sum]
  calc ∑ i, ((storedRow A t i).card : ℝ)
      ≤ ∑ _i : Fin n, (1 + 2 * (Real.log (C / t) / a)) :=
        Finset.sum_le_sum (fun i _ => storedRow_card_le hA ha ht htC i)
    _ = n * (1 + 2 * (Real.log (C / t) / a)) := by
        rw [Finset.sum_const, Finset.card_univ, Fintype.card_fin, nsmul_eq_mul]
```

This is the main theorem. Each stored pair belongs to exactly one row, so

$$N=\sum_{i=0}^{n-1}N_i\le\sum_{i=0}^{n-1}(1+2L)=n(1+2L).$$

The step `hsum` proves the first equality by writing each count as a sum of zeros and ones and splitting the sum over pairs into a double sum. The `calc` block then contains the inequality and the last equality, in the same order as above. The theorem includes the empty matrix, $n=0$, where both sides vanish.

The distance $|i-j|$ ties the count to an open chain with one real entry per pair of sites. Periodic chains, higher-dimensional lattices and complex matrices are not treated. Nor does the theorem bound the error caused by discarding the small entries.

## A matrix that fills the row window

```lean
/-- The matrix `C exp(-a |i - j|)` with `C ≥ 0` satisfies the decay bound with prefactor `C`
and rate `a`. -/
theorem expDecay_witness (n : ℕ) {C : ℝ} (hC : 0 ≤ C) (a : ℝ) :
    ExpDecay (expKernel n C a) C a := by
  intro i j
  exact (abs_of_nonneg (mul_nonneg hC (Real.exp_pos _).le)).le
```

For $C\ge0$ the entries of the exponential matrix are nonnegative, so

$$\left|C e^{-a d_{ij}}\right|=C e^{-a d_{ij}},$$

and the decay bound holds with equality. The matrix is thus an admissible example for the preceding theorems when their conditions on $a$ and $t$ are met.

```lean
/-- For the matrix `C exp(-a |i - j|)` with `C`, `a` and `t` positive and cutoff radius `ln(C/t)/a`
in `(m, m + 1]`, a row at least `m` sites away from both chain ends has exactly `2m + 1` entries of
absolute value greater than `t`. -/
theorem expKernel_storedRow_card {n : ℕ} {C a t : ℝ} (hC : 0 < C) (ha : 0 < a) (ht : 0 < t)
    (m : ℕ) (hm : (m : ℝ) < Real.log (C / t) / a) (hm' : Real.log (C / t) / a ≤ (m : ℝ) + 1)
    (i : Fin n) (hleft : m ≤ (i : ℕ)) (hright : (i : ℕ) + m < n) :
    (storedRow (expKernel n C a) t i).card = 2 * m + 1 := by
  apply le_antisymm (storedRow_card_le_band (expDecay_witness n hC.le a) ha ht m hm' i)
  -- every site of the window carries an entry above the threshold
  have hsub : Finset.Icc ((i : ℕ) - m) ((i : ℕ) + m) ⊆
      (storedRow (expKernel n C a) t i).image (fun j : Fin n => (j : ℕ)) := by
    intro k hk
    obtain ⟨hk1, hk2⟩ := Finset.mem_Icc.1 hk
    have hkn : k < n := by omega
    refine Finset.mem_image.2 ⟨⟨k, hkn⟩, Finset.mem_filter.2 ⟨Finset.mem_univ _, ?_⟩, rfl⟩
    have h1 : ((i : ℕ) : ℝ) ≤ (k : ℝ) + (m : ℝ) := by
      exact_mod_cast (show (i : ℕ) ≤ k + m by omega)
    have h2 : (k : ℝ) ≤ ((i : ℕ) : ℝ) + (m : ℝ) := by exact_mod_cast hk2
    have hd : siteDist i ⟨k, hkn⟩ ≤ (m : ℝ) := by
      show |((i : ℕ) : ℝ) - (k : ℝ)| ≤ (m : ℝ)
      exact abs_le.2 ⟨by linarith, by linarith⟩
    have hlog := (lt_div_iff₀ ha).1 (lt_of_le_of_lt hd hm)
    have hexp := (Real.lt_log_iff_exp_lt (div_pos hC ht)).1 hlog
    have hmul := (lt_div_iff₀ ht).1 hexp
    refine lt_of_lt_of_le ?_ (le_abs_self _)
    show t < C * Real.exp (-a * siteDist i ⟨k, hkn⟩)
    rw [neg_mul, Real.exp_neg, ← div_eq_mul_inv, lt_div_iff₀ (Real.exp_pos _),
      mul_comm a, mul_comm t]
    exact hmul
  have hcard := (Finset.card_le_card hsub).trans Finset.card_image_le
  rw [Nat.card_Icc] at hcard
  omega
```

Let $m<L\le m+1$, and let row $i$ be at least $m$ sites from both ends: $m\le i$ and $i+m<n$. The theorem says that $N_i=2m+1$ for the exponential matrix.

The upper bound has already been proved. For the lower bound, take any site $k$ in the window $i-m\le k\le i+m$. The conditions on $i$ ensure that it belongs to the chain. Its distance from $i$ satisfies $d_{ik}\le m<L$, so

$$a d_{ik}<\ln(C/t),\qquad e^{a d_{ik}}<\frac{C}{t},\qquad t<C e^{-a d_{ik}}.$$

All $2m+1$ sites of the window therefore carry stored entries. The names `hlog`, `hexp` and `hmul` follow this chain of inequalities, and `le_antisymm` combines the upper and lower bounds into an equality. For $m=0$ only the diagonal entry of the row is stored.

The integer row bound $2m+1$ is thus attained. The total $n(1+2L)$ is a looser estimate, because it rounds $m$ up to $L$ and gives rows near the ends a full window.

## The stored fraction of a growing chain

```lean
/-- For matrices of growing size `n` that satisfy the decay bound with a common prefactor `C` and a
common rate `a > 0`, the fraction of the `n²` entries whose absolute value exceeds a fixed threshold
`t`, with `0 < t ≤ C`, tends to zero. -/
theorem stored_fraction_tendsto_zero (A : ∀ n : ℕ, Matrix (Fin n) (Fin n) ℝ) {C a t : ℝ}
    (hA : ∀ n, ExpDecay (A n) C a) (ha : 0 < a) (ht : 0 < t) (htC : t ≤ C) :
    Tendsto (fun n : ℕ => ((stored (A n) t).card : ℝ) / (n : ℝ) ^ 2) atTop (𝓝 0) := by
  refine squeeze_zero (fun n => by positivity) (fun n => ?_)
    (tendsto_const_div_atTop_nhds_zero_nat (1 + 2 * (Real.log (C / t) / a)))
  rcases Nat.eq_zero_or_pos n with rfl | hn
  · simp
  · have hn' : (0 : ℝ) < n := by exact_mod_cast hn
    have h := mul_le_mul_of_nonneg_right (stored_card_le (hA n) ha ht htC) hn'.le
    rw [div_le_div_iff₀ (pow_pos hn' 2) hn']
    linarith

end

end LinearStorageCount
```

Here `A` is a family containing one matrix $A^{(n)}$ for each size $n$, all obeying the decay bound with the same $C$ and $a$. In physical terms, the hypothesis is that one decay length and one prefactor serve for all chain lengths. Write $N^{(n)}$ for the number of stored entries of $A^{(n)}$. The expression `Tendsto … atTop (𝓝 0)` says that $N^{(n)}/n^2\to0$ as $n\to\infty$.

For $n\ge1$, dividing the main bound by $n^2$ gives

$$0\le\frac{N^{(n)}}{n^2}\le\frac{1+2L}{n}.$$

The right-hand side tends to zero because $L$ does not depend on $n$, and `squeeze_zero` transfers this limit to the stored fraction. The proof handles $n=0$ separately, where Lean assigns the value zero to both quotients; this has no effect on the limit.

```lean
#print axioms LinearStorageCount.stored_card_le
-- 'LinearStorageCount.stored_card_le' depends on axioms: [propext, Classical.choice, Quot.sound]
#print axioms LinearStorageCount.expKernel_storedRow_card
-- 'LinearStorageCount.expKernel_storedRow_card' depends on axioms: [propext, Classical.choice, Quot.sound]
#print axioms LinearStorageCount.stored_fraction_tendsto_zero
-- 'LinearStorageCount.stored_fraction_tendsto_zero' depends on axioms: [propext, Classical.choice, Quot.sound]
```
